# A rotation about z with sin(a/2) ≠ 0, followed by a translation, maps exactly one line parallel to z onto itself

Let g rotate space about the z axis by an angle a, counterclockwise in the xy plane, and then translate by (tx, ty, tz). Coordinates are Cartesian, and g moves the points, not the axes. A line parallel to z is named by its foot (x, y), and it is invariant if g maps it onto itself as a set.

I would like to find the screw axis of g directly from a and the translation. My claim is that if sin(a/2) ≠ 0, exactly one line parallel to z is invariant, that it stands at

x = (tx − ty cot(a/2))/2, y = (ty + tx cot(a/2))/2,

and that its points slide by tz. Can this be made rigorous and checked by machine?

## From an invariant line to a fixed point in the plane

Yes. In components, g sends (x, y, z) to (x′, y′, z′) with

x′ = x cos a − y sin a + tx

y′ = x sin a + y cos a + ty

z′ = z + tz.

Since x′ and y′ do not depend on z, all points of a vertical line land above the same foot (x′, y′). Since z ↦ z + tz reaches every height, the image is the whole vertical line there. The line is therefore invariant exactly when x′ = x and y′ = y.

Write s = sin(a/2) and c = cos(a/2), so that 1 − cos a = 2s² and sin a = 2sc. The two conditions become

2s² x + 2sc y = tx

−2sc x + 2s² y = ty.

The determinant is 4s⁴ + 4s²c² = 4s², which is nonzero by hypothesis, so there is exactly one solution. Taking s times the first equation minus c times the second, and then c times the first plus s times the second, gives

2s x = s tx − c ty

2s y = c tx + s ty.

Division by 2s yields the claimed position. On that line x and y are unchanged and z grows by tz, which is the slide.

If s = 0, the rotation is a whole number of full turns. The conditions reduce to tx = 0 and ty = 0, whatever x and y are, so either every vertical line is invariant or none is.

For repeated application, let (X, Y) be the foot of the axis and put u = x − X, v = y − Y. Subtracting the fixed-point equations for (X, Y) leaves

u′ = u cos a − v sin a, v′ = u sin a + v cos a.

Each application thus turns (u, v) by a and raises z by tz. By the addition formulas, k applications turn by ka and raise z by k tz. For a = 2π/n with n ≥ 2, half the angle is π/n, whose sine is positive, so the axis exists. After n applications the turn is complete, and what remains is a translation by n tz along z.

## What the Lean statements say

A point is a function `Fin 3 → ℝ`, with indices 0, 1, 2 for x, y, z. `screwOp a t` is g, written as the matrix `rotZ a` applied to the point, plus `t`. `zLine x y` is the vertical line with foot (x, y), and `screwOp a t '' zLine x y` is its image.

The main theorem, `screw_axis`, has two parts. The first says that for all real x and y, the image of the line equals the line if and only if x and y have the stated values; this covers existence and uniqueness together. The second says that every point of that line is moved by (0, 0, tz).

`zLine_image_iff_of_sin_eq_zero` treats the excluded angles. For sin(a/2) ≠ 0, `screwOp_iterate` gives the k-th power for every natural k, including k = 0, and `nfold_screw_power` gives the n-th power for an n-fold rotation. The latter assumes n ≥ 2. For n = 1 the operation is just the translation by t, including its x and y components, so the formula fails unless these vanish.

The angle is any real number and no lattice is present, so nothing restricts n to crystallographic values or tz to a fraction of a cell edge. If tz = 0, the line is an ordinary rotation axis. Uniqueness concerns lines parallel to z only: for a = π and tz = 0, a horizontal line crossing the axis is also mapped onto itself.

```lean
import Mathlib

open Matrix

namespace ScrewAxis

noncomputable section

/-- The matrix of the rotation about the z axis by the angle `a`. -/
def rotZ (a : ℝ) : Matrix (Fin 3) (Fin 3) ℝ :=
  !![Real.cos a, -Real.sin a, 0; Real.sin a, Real.cos a, 0; 0, 0, 1]

/-- The operation that rotates about z by `a` and then translates by `t`. -/
def screwOp (a : ℝ) (t r : Fin 3 → ℝ) : Fin 3 → ℝ := rotZ a *ᵥ r + t

/-- The line parallel to z through the point `(x, y, 0)`. -/
def zLine (x y : ℝ) : Set (Fin 3 → ℝ) := {r | r 0 = x ∧ r 1 = y}

/-- The x coordinate of the screw axis, for `sin (a/2) ≠ 0`. -/
def axisX (a : ℝ) (t : Fin 3 → ℝ) : ℝ := (t 0 - t 1 * Real.cot (a / 2)) / 2

/-- The y coordinate of the screw axis, for `sin (a/2) ≠ 0`. -/
def axisY (a : ℝ) (t : Fin 3 → ℝ) : ℝ := (t 1 + t 0 * Real.cot (a / 2)) / 2

/-- The operation written out in Cartesian coordinates. -/
theorem screwOp_apply (a : ℝ) (t r : Fin 3 → ℝ) :
    screwOp a t r = ![Real.cos a * r 0 - Real.sin a * r 1 + t 0,
      Real.sin a * r 0 + Real.cos a * r 1 + t 1, r 2 + t 2] := by
  ext i
  fin_cases i <;>
    simp [screwOp, rotZ, dotProduct, Fin.sum_univ_three]
  ring

/-- The cosine and sine of the rotation angle in terms of the half angle. -/
theorem half_angle (a : ℝ) :
    Real.cos a = 1 - 2 * Real.sin (a / 2) ^ 2 ∧
      Real.sin a = 2 * Real.sin (a / 2) * Real.cos (a / 2) := by
  have hc := Real.cos_two_mul (a / 2)
  have hs := Real.sin_two_mul (a / 2)
  have hp := Real.sin_sq_add_cos_sq (a / 2)
  rw [show 2 * (a / 2) = a by ring] at hc hs
  exact ⟨by linear_combination hc + 2 * hp, hs⟩

/-- A line parallel to z is mapped onto itself exactly when its foot `(x, y)` is a fixed point
of the motion projected on the xy plane. -/
theorem zLine_image_iff (a : ℝ) (t : Fin 3 → ℝ) (x y : ℝ) :
    screwOp a t '' zLine x y = zLine x y ↔
      Real.cos a * x - Real.sin a * y + t 0 = x ∧
        Real.sin a * x + Real.cos a * y + t 1 = y := by
  constructor
  · intro h
    -- follow the foot of the line
    have hm : screwOp a t ![x, y, 0] ∈ zLine x y :=
      h.subset (Set.mem_image_of_mem _ ⟨rfl, rfl⟩)
    rw [screwOp_apply] at hm
    exact hm
  · rintro ⟨e1, e2⟩
    ext r
    constructor
    · rintro ⟨q, ⟨h0, h1⟩, rfl⟩
      rw [screwOp_apply]
      refine ⟨?_, ?_⟩
      · show Real.cos a * q 0 - Real.sin a * q 1 + t 0 = x
        rw [h0, h1]
        exact e1
      · show Real.sin a * q 0 + Real.cos a * q 1 + t 1 = y
        rw [h0, h1]
        exact e2
    · rintro ⟨h0, h1⟩
      -- the preimage lies lower on the same line by the slide
      refine ⟨![x, y, r 2 - t 2], ⟨rfl, rfl⟩, ?_⟩
      rw [screwOp_apply]
      ext i
      fin_cases i
      · simpa [h0] using e1
      · simpa [h1] using e2
      · simp

/-- For `sin (a/2) ≠ 0` the motion projected on the xy plane has exactly one fixed point,
`(axisX, axisY)`. -/
theorem plane_fixed_iff {a : ℝ} (h : Real.sin (a / 2) ≠ 0) (t : Fin 3 → ℝ) (x y : ℝ) :
    (Real.cos a * x - Real.sin a * y + t 0 = x ∧
      Real.sin a * x + Real.cos a * y + t 1 = y) ↔ x = axisX a t ∧ y = axisY a t := by
  obtain ⟨hc, hs⟩ := half_angle a
  have hp := Real.sin_sq_add_cos_sq (a / 2)
  have hk : Real.cot (a / 2) * Real.sin (a / 2) = Real.cos (a / 2) := by
    rw [Real.cot_eq_cos_div_sin, div_mul_cancel₀ _ h]
  rw [hc, hs]
  unfold axisX axisY
  generalize Real.cot (a / 2) = k at *
  generalize Real.sin (a / 2) = s at *
  generalize Real.cos (a / 2) = c at *
  constructor
  · rintro ⟨h1, h2⟩
    -- eliminate one coordinate at a time, then cancel the sine
    constructor
    · apply mul_left_cancel₀ h
      linear_combination (-s / 2) * h1 + (c / 2) * h2 + (t 1 / 2) * hk - s * x * hp
    · apply mul_left_cancel₀ h
      linear_combination (-c / 2) * h1 - (s / 2) * h2 - (t 0 / 2) * hk - s * y * hp
  · rintro ⟨rfl, rfl⟩
    constructor
    · linear_combination (s * t 1 - c * t 0) * hk - t 0 * hp
    · linear_combination (-s * t 0 - c * t 1) * hk - t 1 * hp

/-- For `sin (a/2) ≠ 0` exactly one line parallel to z is mapped onto itself, the one at
`x = (tx - ty cot(a/2))/2`, `y = (ty + tx cot(a/2))/2`, and its points slide by `tz` along z. -/
theorem screw_axis {a : ℝ} (h : Real.sin (a / 2) ≠ 0) (tx ty tz : ℝ) :
    (∀ x y : ℝ, screwOp a ![tx, ty, tz] '' zLine x y = zLine x y ↔
      x = (tx - ty * Real.cot (a / 2)) / 2 ∧ y = (ty + tx * Real.cot (a / 2)) / 2) ∧
    ∀ r ∈ zLine ((tx - ty * Real.cot (a / 2)) / 2) ((ty + tx * Real.cot (a / 2)) / 2),
      screwOp a ![tx, ty, tz] r = r + ![0, 0, tz] := by
  constructor
  · intro x y
    rw [zLine_image_iff, plane_fixed_iff h]
    exact Iff.rfl
  · rintro r ⟨h0, h1⟩
    obtain ⟨e1, e2⟩ := (plane_fixed_iff h ![tx, ty, tz] (r 0) (r 1)).2 ⟨h0, h1⟩
    rw [screwOp_apply]
    ext i
    fin_cases i
    · simpa using e1
    · simpa using e2
    · simp

/-- If `sin (a/2) = 0`, a line parallel to z is mapped onto itself exactly when the translation
has no component perpendicular to z. -/
theorem zLine_image_iff_of_sin_eq_zero {a : ℝ} (h : Real.sin (a / 2) = 0)
    (t : Fin 3 → ℝ) (x y : ℝ) :
    screwOp a t '' zLine x y = zLine x y ↔ t 0 = 0 ∧ t 1 = 0 := by
  rw [zLine_image_iff, (half_angle a).1, (half_angle a).2, h]
  simp

/-- For `sin (a/2) ≠ 0` the `k`-th power of the operation turns by `k a` about the screw axis and
slides by `k` times the z component of the translation. -/
theorem screwOp_iterate {a : ℝ} (h : Real.sin (a / 2) ≠ 0) (t r : Fin 3 → ℝ) (k : ℕ) :
    (screwOp a t)^[k] r =
      ![axisX a t + Real.cos (k * a) * (r 0 - axisX a t) - Real.sin (k * a) * (r 1 - axisY a t),
        axisY a t + Real.sin (k * a) * (r 0 - axisX a t) + Real.cos (k * a) * (r 1 - axisY a t),
        r 2 + k * t 2] := by
  obtain ⟨e1, e2⟩ := (plane_fixed_iff h t _ _).2 ⟨rfl, rfl⟩
  induction k with
  | zero =>
    ext i
    fin_cases i <;> simp
  | succ k ih =>
    have hang : ((k + 1 : ℕ) : ℝ) * a = k * a + a := by push_cast; ring
    rw [Function.iterate_succ_apply', ih, screwOp_apply, hang, Real.cos_add, Real.sin_add]
    simp only [Matrix.cons_val]
    -- the axis is fixed in projection, and the angles add
    refine Matrix.vec3_eq ?_ ?_ ?_
    · linear_combination e1
    · linear_combination e2
    · push_cast
      ring

/-- For an `n`-fold rotation part, `n ≥ 2`, the `n`-th power of the operation is the pure
translation along z by `n` times the z component of `t`. -/
theorem nfold_screw_power {n : ℕ} (hn : 2 ≤ n) (t r : Fin 3 → ℝ) :
    (screwOp (2 * Real.pi / n) t)^[n] r = r + ![0, 0, n * t 2] := by
  have hn1 : (1 : ℝ) < n := by exact_mod_cast hn
  have hn0 : (n : ℝ) ≠ 0 := by positivity
  have hhalf : 2 * Real.pi / n / 2 = Real.pi / n := by ring
  have h : Real.sin (2 * Real.pi / n / 2) ≠ 0 := by
    rw [hhalf]
    exact (Real.sin_pos_of_pos_of_lt_pi (div_pos Real.pi_pos (by linarith))
      (div_lt_self Real.pi_pos hn1)).ne'
  -- n turns by 2π/n make a full turn
  have hfull : (n : ℝ) * (2 * Real.pi / n) = 2 * Real.pi := mul_div_cancel₀ _ hn0
  rw [screwOp_iterate h, hfull, Real.cos_two_pi, Real.sin_two_pi]
  ext i
  fin_cases i <;> simp

end

end ScrewAxis
```

```lean
#print axioms ScrewAxis.screw_axis
#print axioms ScrewAxis.zLine_image_iff_of_sin_eq_zero
#print axioms ScrewAxis.nfold_screw_power
```

```
'ScrewAxis.screw_axis' depends on axioms: [propext, Classical.choice, Quot.sound]
'ScrewAxis.zLine_image_iff_of_sin_eq_zero' depends on axioms: [propext, Classical.choice, Quot.sound]
'ScrewAxis.nfold_screw_power' depends on axioms: [propext, Classical.choice, Quot.sound]
```

## How the proof follows the algebra

`screwOp_apply` writes out the components, and `half_angle` supplies the formulas for cos a and sin a.

`zLine_image_iff` reduces the line to its foot. In one direction it follows the point (x, y, 0). In the other it proves both inclusions, and the preimage of a point at height z is the point of the same line at height z − tz.

`plane_fixed_iff` solves the planar equations. It replaces the cotangent, sine and cosine by letters tied together by cot · sin = cos and sin² + cos² = 1. The `linear_combination` coefficients ±s/2 and ±c/2 are the multipliers used above, halved, and `mul_left_cancel₀ h` cancels the sine. The converse is direct substitution.

`screw_axis` chains these two equivalences and reads the slide off the components. `screwOp_iterate` is an induction on k: each step applies the operation once more, expands cos(ka + a) and sin(ka + a), and uses the fixed-point equations `e1` and `e2`. `nfold_screw_power` then sets ka = 2π.

## Reading an axis off a listed operation

When a crystal structure is prepared for simulation, this locates the axis of a listed operation, for a single ideal operation in Cartesian coordinates with its axis along z. Take the entry −x+1/2, −y, z+1/2, written in fractional coordinates, in an orthorhombic cell with edges A, B, C along the Cartesian x, y, z axes. Here a = π and cot(a/2) = 0, while tx = A/2, ty = 0 and tz = C/2. In Cartesian coordinates the axis stands at x = A/4, y = 0, and the slide is C/2.

In code, a can be obtained as atan2(W10, W00) from the Cartesian rotation matrix W, with indices counted from zero. Fractional translations must be converted to Cartesian ones first, and operations with sin(a/2) = 0 up to rounding should be handled separately.
